# The pair density matrix of a normalised seniority-zero state determines its pair-hole matrix

Take one spatial orbital, which can be empty, hold one up or one down electron, or be doubly occupied, with probabilities $w_0, w_\uparrow, w_\downarrow, w_2$. Let $b$ remove an electron pair. Then $\langle b^\dagger b\rangle = w_2$ and $\langle b b^\dagger\rangle = w_0$, since a pair can be added only to an empty orbital. The probabilities sum to one, so

$$\langle b b^\dagger\rangle = 1 - \langle b^\dagger b\rangle - (w_\uparrow + w_\downarrow).$$

The relation $\langle b b^\dagger\rangle = 1 - \langle b^\dagger b\rangle$ therefore holds exactly when the orbital is never singly occupied.

## The identity for many orbitals

Let $a_{p\sigma}$ be annihilation matrices obeying the canonical anticommutation relations, with $p$ a spatial orbital and $\sigma$ a spin. Put $n_{p\sigma}=a_{p\sigma}^\dagger a_{p\sigma}$ and $b_p = a_{p\downarrow}a_{p\uparrow}$. For a unit vector $\psi$ define

$$\Pi_{pq}=\langle\psi, b_p^\dagger b_q\psi\rangle,\qquad H_{pq}=\langle\psi, b_p b_q^\dagger\psi\rangle .$$

If $n_{p\uparrow}\psi=n_{p\downarrow}\psi$ for every $p$ (seniority zero), then

$$H_{pq}=\Pi_{qp}+\delta_{pq}(1-2\Pi_{pp}),$$

and this matrix is positive semidefinite. Conversely, if the identity holds for a unit vector, that vector has seniority zero.

## A positivity constraint in pair-density optimisation

A code that varies $\Pi$ directly, for a finite orbital set and seniority-zero states, can build $H$ from $\Pi$ and impose $H\succeq 0$ as a condition on $\Pi$ alone, without treating $H$ as an independent unknown. This is a necessary condition for $\Pi$ to come from such a state. In a wavefunction code, the identity gives a consistency check between two separately computed matrices.

For example, let one pair be shared by two orbitals with amplitudes $3/5$ and $4/5$. Then

$$\Pi=\frac1{25}\begin{pmatrix}9&12\\12&16\end{pmatrix},\qquad
H=\Pi^T+\frac1{25}\begin{pmatrix}7&0\\0&-7\end{pmatrix}=\frac1{25}\begin{pmatrix}16&12\\12&9\end{pmatrix}.$$

The eigenvalues of $H$ are $0$ and $1$, so the constraint is active for this state.

## From anticommutators to the pair-hole matrix

**Commutator.** Move $a_{p\uparrow}$ past $a_{q\uparrow}^\dagger$:

$$b_pb_q^\dagger=a_{p\downarrow}a_{p\uparrow}a_{q\uparrow}^\dagger a_{q\downarrow}^\dagger
=\delta_{pq}\,a_{p\downarrow}a_{q\downarrow}^\dagger-a_{p\downarrow}a_{q\uparrow}^\dagger a_{p\uparrow}a_{q\downarrow}^\dagger .$$

Operators of opposite spin anticommute, so two sign changes turn the last product into

$$a_{q\uparrow}^\dagger a_{p\downarrow}a_{q\downarrow}^\dagger a_{p\uparrow}
=\delta_{pq}\,n_{p\uparrow}-b_q^\dagger b_p .$$

With $a_{p\downarrow}a_{p\downarrow}^\dagger=1-n_{p\downarrow}$ this gives

$$b_pb_q^\dagger=b_q^\dagger b_p+\delta_{pq}(1-n_{p\uparrow}-n_{p\downarrow}).$$

**Occupation difference.** Let $D_p=n_{p\uparrow}-n_{p\downarrow}$. Since $a_{p\sigma}^2=0$,

$$n_{p\sigma}^2=a_{p\sigma}^\dagger(1-a_{p\sigma}^\dagger a_{p\sigma})a_{p\sigma}=n_{p\sigma}.$$

Reordering also gives $n_{p\uparrow}n_{p\downarrow}=n_{p\downarrow}n_{p\uparrow}=b_p^\dagger b_p$. Hence

$$D_p^2=n_{p\uparrow}+n_{p\downarrow}-2b_p^\dagger b_p .$$

**Expectation values.** $D_p$ is Hermitian, so $\langle\psi,D_p^2\psi\rangle=\|D_p\psi\|^2$. Solving for the occupations and inserting them in the commutator gives, for every unit vector,

$$H_{pq}=\Pi_{qp}+\delta_{pq}\bigl(1-2\Pi_{pp}-\|D_p\psi\|^2\bigr).$$

The correction vanishes for all $p$ exactly when $D_p\psi=0$ for all $p$, which is seniority zero.

**Positivity.** For any coefficients $x_p$,

$$\sum_{pq}\overline{x_p}H_{pq}x_q=\Bigl\|\sum_q x_q b_q^\dagger\psi\Bigr\|^2\ge0 .$$

**Without seniority zero** the identity fails already for one up electron in one orbital: $\Pi=0$ and $H=0$, but the formula returns $1$. Positivity does not reveal the error, because for any unit vector the formula only adds the nonnegative numbers $\|D_p\psi\|^2$ to the diagonal of $H$.

## The Lean file

```lean
import Mathlib

open Matrix
open scoped ComplexOrder Kronecker

namespace SeniorityZeroPairHole

noncomputable section

/-- The two spin projections of an electron. -/
inductive Spin
  | up
  | down
  deriving DecidableEq

/-- The canonical anticommutation relations for a family of annihilation matrices. -/
structure CAR {ι N : Type*} [DecidableEq ι] [Fintype N] [DecidableEq N]
    (a : ι → Matrix N N ℂ) : Prop where
  anti : ∀ i j, a i * a j + a j * a i = 0
  mixed : ∀ i j, a i * (a j)ᴴ + (a j)ᴴ * a i = if i = j then 1 else 0

variable {P N : Type*} [Fintype N]

/-- The quadratic form `⟨ψ, A ψ⟩`, which is the expectation value of `A` when `ψ` is normalised. -/
def expect (ψ : N → ℂ) (A : Matrix N N ℂ) : ℂ := star ψ ⬝ᵥ (A *ᵥ ψ)

/-- The occupation number operator of a spin-orbital. -/
def number (a : P × Spin → Matrix N N ℂ) (i : P × Spin) : Matrix N N ℂ := (a i)ᴴ * a i

/-- The operator that removes an electron pair from the spatial orbital `p`. -/
def pair (a : P × Spin → Matrix N N ℂ) (p : P) : Matrix N N ℂ := a (p, .down) * a (p, .up)

/-- The difference of the spin-up and spin-down occupations of the orbital `p`. -/
def imbalance (a : P × Spin → Matrix N N ℂ) (p : P) : Matrix N N ℂ :=
  number a (p, .up) - number a (p, .down)

/-- The seniority-zero condition: for each spatial orbital, the spin-up and spin-down number
operators give the same vector when applied to `ψ`. -/
def SeniorityZero (a : P × Spin → Matrix N N ℂ) (ψ : N → ℂ) : Prop :=
  ∀ p, number a (p, .up) *ᵥ ψ = number a (p, .down) *ᵥ ψ

/-- The pair density matrix, with entries `⟨ψ, b_p† b_q ψ⟩`. -/
def pairMatrix (a : P × Spin → Matrix N N ℂ) (ψ : N → ℂ) : Matrix P P ℂ :=
  Matrix.of fun p q => expect ψ ((pair a p)ᴴ * pair a q)

/-- The pair-hole matrix, with entries `⟨ψ, b_p b_q† ψ⟩`. -/
def holeMatrix (a : P × Spin → Matrix N N ℂ) (ψ : N → ℂ) : Matrix P P ℂ :=
  Matrix.of fun p q => expect ψ (pair a p * (pair a q)ᴴ)

/-- The map that sends `D` to its transpose plus the diagonal matrix of `1 - 2 D p p`. -/
def holeMap [DecidableEq P] (D : Matrix P P ℂ) : Matrix P P ℂ :=
  Dᵀ + Matrix.diagonal fun p => 1 - 2 * D p p

/-- The quadratic form `⟨ψ, A† B ψ⟩` is the overlap of `A ψ` with `B ψ`. -/
theorem expect_conj_mul (ψ : N → ℂ) (A B : Matrix N N ℂ) :
    expect ψ (Aᴴ * B) = star (A *ᵥ ψ) ⬝ᵥ (B *ᵥ ψ) := by
  rw [expect, Matrix.star_mulVec, ← Matrix.dotProduct_mulVec, Matrix.mulVec_mulVec]

variable [DecidableEq P] [DecidableEq N] {a : P × Spin → Matrix N N ℂ}

/-- Pair removal and pair creation in different orbitals commute; within one orbital their
commutator is one minus the two occupations. -/
theorem pair_commutator (h : CAR a) (p q : P) :
    pair a p * (pair a q)ᴴ = (pair a q)ᴴ * pair a p +
      if p = q then 1 - number a (p, .up) - number a (p, .down) else 0 := by
  have h3 := (h.mixed (p, .up) (q, .down)).trans (if_neg (by simp))
  have h4 := (h.mixed (p, .down) (q, .up)).trans (if_neg (by simp))
  simp only [pair, number, Matrix.conjTranspose_mul]
  by_cases hpq : p = q
  · subst hpq
    have h1 := (h.mixed (p, .up) (p, .up)).trans (if_pos rfl)
    have h2 := (h.mixed (p, .down) (p, .down)).trans (if_pos rfl)
    rw [if_pos rfl]
    linear_combination (norm := noncomm_ring) a (p, .down) * h1 * (a (p, .down))ᴴ
      - a (p, .down) * (a (p, .up))ᴴ * h3 + h4 * ((a (p, .down))ᴴ * a (p, .up))
      - (a (p, .up))ᴴ * h2 * a (p, .up) + h2
  · have h1 := (h.mixed (p, .up) (q, .up)).trans (if_neg (by simp [hpq]))
    have h2 := (h.mixed (p, .down) (q, .down)).trans (if_neg (by simp [hpq]))
    rw [if_neg hpq]
    linear_combination (norm := noncomm_ring) a (p, .down) * h1 * (a (q, .down))ᴴ
      - a (p, .down) * (a (q, .up))ᴴ * h3 + h4 * ((a (q, .down))ᴴ * a (p, .up))
      - (a (q, .up))ᴴ * h2 * a (p, .up)

/-- The squared occupation difference of an orbital is the sum of its two occupations minus
twice its pair occupation. -/
theorem imbalance_sq (h : CAR a) (p : P) :
    imbalance a p * imbalance a p = number a (p, .up) + number a (p, .down)
      - ((pair a p)ᴴ * pair a p + (pair a p)ᴴ * pair a p) := by
  -- Pauli principle: no spin-orbital can be emptied twice
  have pauli : ∀ i, a i * a i = 0 := by
    intro i
    ext k l
    have e := congrArg (fun M : Matrix N N ℂ => M k l) (h.anti i i)
    simp only [Matrix.add_apply, Matrix.zero_apply] at e ⊢
    linear_combination e / 2
  have hu := pauli (p, .up)
  have hd := pauli (p, .down)
  have h1 := (h.mixed (p, .up) (p, .up)).trans (if_pos rfl)
  have h2 := (h.mixed (p, .down) (p, .down)).trans (if_pos rfl)
  have h5 := h.anti (p, .up) (p, .down)
  have h6 := (h.mixed (p, .up) (p, .down)).trans (if_neg (by simp))
  have h7 := (h.mixed (p, .down) (p, .up)).trans (if_neg (by simp))
  have h8 := congrArg Matrix.conjTranspose h5
  simp only [Matrix.conjTranspose_add, Matrix.conjTranspose_mul,
    Matrix.conjTranspose_zero] at h8
  simp only [imbalance, pair, number, Matrix.conjTranspose_mul]
  generalize a (p, .up) = u at *
  generalize a (p, .down) = d at *
  linear_combination (norm := noncomm_ring) uᴴ * h1 * u - uᴴ * uᴴ * hu + dᴴ * h2 * d
    - dᴴ * dᴴ * hd - uᴴ * h6 * d + uᴴ * dᴴ * h5 - dᴴ * h7 * u + h8 * (d * u)

/-- For any normalised state, the pair-hole matrix follows from the pair density matrix up to
the squared norm of the occupation difference acting on the state. -/
theorem holeMatrix_apply (h : CAR a) {ψ : N → ℂ} (hψ : star ψ ⬝ᵥ ψ = 1) (p q : P) :
    holeMatrix a ψ p q = pairMatrix a ψ q p + if p = q then 1 - 2 * pairMatrix a ψ p p
      - star (imbalance a p *ᵥ ψ) ⬝ᵥ (imbalance a p *ᵥ ψ) else 0 := by
  simp only [holeMatrix, pairMatrix, Matrix.of_apply]
  rw [pair_commutator h p q]
  by_cases hpq : p = q
  · subst hpq
    have herm : (imbalance a p)ᴴ = imbalance a p := by
      simp [imbalance, number, Matrix.conjTranspose_sub, Matrix.conjTranspose_mul]
    have hD := expect_conj_mul ψ (imbalance a p) (imbalance a p)
    rw [herm, imbalance_sq h p] at hD
    rw [if_pos rfl, if_pos rfl]
    simp only [expect, Matrix.add_mulVec, Matrix.sub_mulVec, dotProduct_add, dotProduct_sub,
      Matrix.one_mulVec] at hD ⊢
    linear_combination hψ - hD
  · rw [if_neg hpq, if_neg hpq, add_zero, add_zero]

omit [DecidableEq P] [DecidableEq N] in
/-- The pair-hole matrix of any state is positive semidefinite. -/
theorem holeMatrix_posSemidef [Fintype P] (a : P × Spin → Matrix N N ℂ) (ψ : N → ℂ) :
    (holeMatrix a ψ).PosSemidef := by
  -- it is the Gram matrix of the states with one pair added
  let V : Matrix N P ℂ := Matrix.of fun k q => ((pair a q)ᴴ *ᵥ ψ) k
  have hV : holeMatrix a ψ = Vᴴ * V := by
    ext p q
    have e := expect_conj_mul ψ (pair a p)ᴴ (pair a q)ᴴ
    rw [Matrix.conjTranspose_conjTranspose] at e
    exact e.trans rfl
  rw [hV]
  exact Matrix.posSemidef_conjTranspose_mul_self V

/-- The entries of `holeMap D`: the transposed entry, plus `1 - 2 D p p` on the diagonal. -/
theorem holeMap_apply (D : Matrix P P ℂ) (p q : P) :
    holeMap D p q = D q p + if p = q then 1 - 2 * D p p else 0 := by
  rw [holeMap, Matrix.add_apply, Matrix.transpose_apply, Matrix.diagonal_apply]

/-- A normalised state has seniority zero exactly when its pair-hole matrix is the image of its
pair density matrix under `holeMap`. -/
theorem seniorityZero_iff (h : CAR a) {ψ : N → ℂ} (hψ : star ψ ⬝ᵥ ψ = 1) :
    SeniorityZero a ψ ↔ holeMatrix a ψ = holeMap (pairMatrix a ψ) := by
  constructor
  · intro hs
    ext p q
    have h0 : imbalance a p *ᵥ ψ = 0 := by
      rw [imbalance, Matrix.sub_mulVec, hs p, sub_self]
    rw [holeMatrix_apply h hψ, holeMap_apply, h0, dotProduct_zero, sub_zero]
  · have cancel : ∀ x y s : ℂ, x + y = x + (y - s) → s = 0 := by
      intro x y s hs
      linear_combination hs
    have definite : ∀ v : N → ℂ, star v ⬝ᵥ v = 0 → v = 0 :=
      fun v hv => dotProduct_star_self_eq_zero.mp hv
    intro he p
    have e := holeMatrix_apply h hψ p p
    rw [he, holeMap_apply, if_pos rfl, if_pos rfl] at e
    -- the diagonal entry leaves no room for an occupation difference
    have h1 := definite _ (cancel _ _ _ e)
    rw [imbalance, Matrix.sub_mulVec] at h1
    exact sub_eq_zero.mp h1

/-- For a normalised seniority-zero state, `holeMap` turns the pair density matrix into the
pair-hole matrix, and the result is positive semidefinite. -/
theorem seniorityZero_pair_hole [Fintype P] (h : CAR a) {ψ : N → ℂ}
    (hψ : star ψ ⬝ᵥ ψ = 1) (hs : SeniorityZero a ψ) :
    holeMatrix a ψ = holeMap (pairMatrix a ψ) ∧ (holeMap (pairMatrix a ψ)).PosSemidef := by
  have e := (seniorityZero_iff h hψ).mp hs
  exact ⟨e, e ▸ holeMatrix_posSemidef a ψ⟩

/-- Annihilation matrices of one orbital in the basis empty, up, down, doubly occupied. -/
def site : Spin → Matrix (Fin 4) (Fin 4) ℂ
  | .up => !![0, 1, 0, 0; 0, 0, 0, 0; 0, 0, 0, 1; 0, 0, 0, 0]
  | .down => !![0, 0, 1, 0; 0, 0, 0, -1; 0, 0, 0, 0; 0, 0, 0, 0]

/-- The fermion parity of one orbital. -/
def parity : Matrix (Fin 4) (Fin 4) ℂ := Matrix.diagonal ![1, -1, -1, 1]

/-- Annihilation matrices of two orbitals, the second carrying the parity of the first. -/
def dimer : Bool × Spin → Matrix (Fin 4 × Fin 4) (Fin 4 × Fin 4) ℂ
  | (false, s) => site s ⊗ₖ 1
  | (true, s) => parity ⊗ₖ site s

/-- One electron pair shared by two orbitals with amplitudes 3/5 and 4/5. -/
def sharedPair : Fin 4 × Fin 4 → ℂ := fun x =>
  !![0, 0, 0, 4/5; 0, 0, 0, 0; 0, 0, 0, 0; 3/5, 0, 0, 0] x.1 x.2

/-- The two-orbital matrices `dimer` obey the anticommutation relations, and `sharedPair` is a
normalised seniority-zero state for them. -/
theorem seniorityZero_witness :
    CAR dimer ∧ star sharedPair ⬝ᵥ sharedPair = 1 ∧ SeniorityZero dimer sharedPair := by
  have hc : CAR site := by
    constructor <;> rintro (_ | _) (_ | _) <;> ext i j <;>
      simp only [Matrix.add_apply, Matrix.mul_apply, Matrix.conjTranspose_apply,
        Fin.sum_univ_four] <;>
      fin_cases i <;> fin_cases j <;> simp [site]
  have hsq : parity * parity = 1 := by
    ext i j
    fin_cases i <;> fin_cases j <;> simp [parity]
  have hH : parityᴴ = parity := by
    ext i j
    fin_cases i <;> fin_cases j <;> simp [parity]
  have hp : ∀ s, site s * parity + parity * site s = 0 := by
    rintro (_ | _) <;> ext i j <;>
      simp only [parity, Matrix.add_apply, Matrix.mul_diagonal, Matrix.diagonal_mul] <;>
      fin_cases i <;> fin_cases j <;> simp [site]
  have hp' : ∀ s, (site s)ᴴ * parity + parity * (site s)ᴴ = 0 := by
    intro s
    have e := congrArg Matrix.conjTranspose (hp s)
    simp only [Matrix.conjTranspose_add, Matrix.conjTranspose_mul, hH,
      Matrix.conjTranspose_zero] at e
    rw [add_comm]
    exact e
  refine ⟨⟨?_, ?_⟩, ?_, ?_⟩
  · rintro ⟨_ | _, s⟩ ⟨_ | _, t⟩ <;>
      simp only [dimer, ← Matrix.mul_kronecker_mul, one_mul, mul_one]
    · rw [← Matrix.add_kronecker, hc.anti, Matrix.zero_kronecker]
    · rw [← Matrix.add_kronecker, hp, Matrix.zero_kronecker]
    · rw [← Matrix.add_kronecker, add_comm, hp, Matrix.zero_kronecker]
    · rw [← Matrix.kronecker_add, hc.anti, Matrix.kronecker_zero]
  · rintro ⟨_ | _, s⟩ ⟨_ | _, t⟩ <;>
      simp only [dimer, Matrix.conjTranspose_kronecker, Matrix.conjTranspose_one, hH,
        ← Matrix.mul_kronecker_mul, one_mul, mul_one]
    · rw [← Matrix.add_kronecker, hc.mixed]
      by_cases hst : s = t <;> simp [hst]
    · rw [← Matrix.add_kronecker, hp]
      simp
    · rw [← Matrix.add_kronecker, add_comm, hp']
      simp
    · rw [← Matrix.kronecker_add, hc.mixed, hsq]
      by_cases hst : s = t <;> simp [hst]
  · have h3 : (starRingEnd ℂ) 3 = 3 := map_ofNat _ 3
    have h4 : (starRingEnd ℂ) 4 = 4 := map_ofNat _ 4
    have h5 : (starRingEnd ℂ) 5 = 5 := map_ofNat _ 5
    simp [dotProduct, Fintype.sum_prod_type, Fin.sum_univ_four, sharedPair]
    rw [h3, h4, h5]
    norm_num
  · -- occupations are diagonal, and agree on empty and doubly occupied orbitals
    have hu : (site .up)ᴴ * site .up = Matrix.diagonal ![0, 1, 0, 1] := by
      ext i j
      fin_cases i <;> fin_cases j <;> simp [site, Matrix.mul_apply, Fin.sum_univ_succ]
    have hd : (site .down)ᴴ * site .down = Matrix.diagonal ![0, 0, 1, 1] := by
      ext i j
      fin_cases i <;> fin_cases j <;> simp [site, Matrix.mul_apply, Fin.sum_univ_succ]
    rintro (_ | _) <;>
      simp only [number, dimer, Matrix.conjTranspose_kronecker, Matrix.conjTranspose_one, hH,
        ← Matrix.mul_kronecker_mul, one_mul, hsq, hu, hd] <;>
      rw [← Matrix.diagonal_one, Matrix.diagonal_kronecker_diagonal,
        Matrix.diagonal_kronecker_diagonal] <;>
      ext ⟨i, j⟩ <;> simp only [Matrix.mulVec_diagonal] <;>
      fin_cases i <;> fin_cases j <;> simp [sharedPair]

end

end SeniorityZeroPairHole
```

```lean
#print axioms SeniorityZeroPairHole.seniorityZero_pair_hole
```

```
'SeniorityZeroPairHole.seniorityZero_pair_hole' depends on axioms: [propext, Classical.choice, Quot.sound]
```

## What the theorems say about a code's matrices

The type `P` labels spatial orbitals, and the finite type `N` labels the basis of the many-electron space. The family `a` assigns a complex matrix to each spin-orbital. `CAR a` is a hypothesis that stands for fermionic statistics in an orthonormal orbital basis; a nonorthogonal basis would need an overlap matrix in place of the Kronecker delta. Normalisation is `star ψ ⬝ᵥ ψ = 1`, and `SeniorityZero` is the equality of occupations acting on the state.

`pairMatrix` is $\Pi$, `holeMatrix` is $H$, and `holeMap` is the map from one to the other, affine because of the constant $1$. The transpose matters for complex amplitudes. Reversing the operator order in every $b_p$ changes neither matrix, since the signs cancel.

`seniorityZero_pair_hole` states the identity and positivity for finite `P`. `seniorityZero_iff` gives the identity together with its converse. It does not list finiteness of `P` as a hypothesis, but this adds no new case: on a finite, nonempty `N` the anticommutation relations allow only finitely many orbitals. Particle number is not fixed, and no Hamiltonian enters. The states are pure, and nothing here says that a matrix passing the positivity test comes from a state.

## How the proof follows the derivation

`pair_commutator` treats equal and different orbitals separately. Its `linear_combination` calls multiply the anticommutators by the operators standing to their left and right, which is the reordering done above; `noncomm_ring` checks the result without commuting matrices. `imbalance_sq` first obtains $a_i^2=0$ by halving an anticommutator, then reorders in the same way.

`expect_conj_mul` turns $\langle\psi,A^\dagger B\psi\rangle$ into an overlap of $A\psi$ with $B\psi$. `holeMatrix_apply` uses it to identify $\|D_p\psi\|^2$ and combines the two operator identities. In `holeMatrix_posSemidef`, the columns of `V` are the vectors $b_q^\dagger\psi$, so $H=V^\dagger V$.

For `seniorityZero_iff`, the forward direction sets $D_p\psi=0$. The reverse compares diagonal entries: `cancel` isolates the squared norm, and `definite` concludes that the vector is zero.

`seniorityZero_witness` shows that all the hypotheses are met by the shared pair of the numerical example. The matrices `dimer` are Kronecker products in which the second orbital carries the parity of the first, as in a Jordan–Wigner construction. Their relations follow from those of one orbital, together with the facts that the parity squares to one and anticommutes with the one-orbital matrices; these ingredients are checked entry by entry.
